# A 64-site product cell with mean spin 1/8 and zero pair correlation at every nonzero shift

A periodic cell of a lattice with one site per primitive cell is described by a finite abelian group $G$, whose elements are the sites and whose addition includes the periodic wrap-around. A decoration is a function $\sigma:G\to\mathbb R$; it is a spin decoration, describing a binary alloy, if $\sigma(x)^2=1$ at every site.

```lean
import Mathlib

open Finset

namespace QuasirandomProductCell

noncomputable section
```

The site average is uniform over the cell, $\langle f\rangle=|G|^{-1}\sum_{x}f(x)$.

```lean
/-- The average of a site function over all sites of a finite periodic cell. -/
def siteAverage {G : Type*} [Fintype G] (f : G → ℝ) : ℝ :=
  (∑ x, f x) / (Fintype.card G : ℝ)
```

The pair correlation at shift $r$ is $C_\sigma(r)=\langle\sigma(x)\sigma(x+r)\rangle$. The squared mean is not subtracted.

```lean
/-- The translation-averaged pair correlation of a decoration `σ` at the shift `r`. -/
def pairCorr {G : Type*} [Fintype G] [AddCommGroup G] (σ : G → ℝ) (r : G) : ℝ :=
  siteAverage fun x => σ x * σ (x + r)
```

For axes $i$ in a finite set $\iota$, each with its own cell $G_i$ and factor $\tau_i$, the product decoration is $\sigma(x)=\prod_i\tau_i(x_i)$. In Lean a site is a dependent function `x : ∀ i, G i`, so the axes may have different lengths.

```lean
/-- The decoration of a multidimensional cell by a product of one factor per axis. -/
def productDecoration {ι : Type*} [Fintype ι] {G : ι → Type*}
    (τ : ∀ i, G i → ℝ) (x : ∀ i, G i) : ℝ :=
  ∏ i, τ i (x i)
```

The ring $\mathbb Z/4$ carries the spins $+1,+1,+1,-1$ at sites $0,1,2,3$.

```lean
/-- The four-site ring with spins `+1, +1, +1, -1`. -/
def ringSpin (x : ZMod 4) : ℝ := if x = 3 then -1 else 1
```

Using this ring on each of $d$ axes gives a cell with $4^d$ sites.

```lean
/-- The product of four-site rings along `d` axes, a cell with `4 ^ d` sites. -/
def quasirandomCell (d : ℕ) (x : Fin d → ZMod 4) : ℝ := ∏ i, ringSpin (x i)
```

**(a) Show that the constant 1 has average 1 on a nonempty cell.**

The sum is $|G|$, and $|G|/|G|=1$ because $|G|\neq0$.

```lean
/-- The average of the constant 1 over a nonempty cell is 1. -/
lemma siteAverage_one {G : Type*} [Fintype G] [Nonempty G] :
    siteAverage (fun _ : G => (1 : ℝ)) = 1 := by
  have h : (Fintype.card G : ℝ) ≠ 0 := Nat.cast_ne_zero.mpr Fintype.card_ne_zero
  unfold siteAverage
  rw [Finset.sum_const, Finset.card_univ, nsmul_eq_mul, mul_one, div_self h]
```

**(b) Show that the mean of a product decoration is the product of the means of its factors.**

Distributing the product over the sums gives
$$\prod_i\sum_{y\in G_i}\tau_i(y)=\sum_x\prod_i\tau_i(x_i).$$
The number of sites is $\prod_i|G_i|$. Dividing the sum by it gives $\langle\sigma\rangle=\prod_i\langle\tau_i\rangle$. In the proof, `Finset.prod_univ_sum` performs the distribution and `Fintype.card_pi` counts the sites. The statement also admits an empty axis, where both sides are 0 by Lean's convention for division by zero.

```lean
section Product

variable {ι : Type*} [Fintype ι] [DecidableEq ι] {G : ι → Type*} [∀ i, Fintype (G i)]

/-- The mean spin of a product decoration is the product of the mean spins of its factors. -/
theorem siteAverage_product (τ : ∀ i, G i → ℝ) :
    siteAverage (productDecoration τ) = ∏ i, siteAverage (τ i) := by
  unfold siteAverage productDecoration
  rw [Finset.prod_div_distrib, Finset.prod_univ_sum, Fintype.piFinset_univ,
    Fintype.card_pi, Nat.cast_prod]
```

**(c) Show that pair correlations factorize over the axes.**

For a shift $r=(r_i)$,
$$\sigma(x)\sigma(x+r)=\prod_i\tau_i(x_i)\,\tau_i(x_i+r_i).$$
This is again a product decoration, with factors $y\mapsto\tau_i(y)\tau_i(y+r_i)$. Part (b) gives $C_\sigma(r)=\prod_iC_{\tau_i}(r_i)$. The Lean proof applies (b) to these same factors and then regroups the product at each site.

```lean
variable [∀ i, AddCommGroup (G i)]

/-- The pair correlation of a product decoration is the product over the axes of the pair
correlations of the factors. -/
theorem pairCorr_product (τ : ∀ i, G i → ℝ) (r : ∀ i, G i) :
    pairCorr (productDecoration τ) r = ∏ i, pairCorr (τ i) (r i) := by
  refine Eq.trans ?_ (siteAverage_product fun i y => τ i y * τ i (y + r i))
  unfold pairCorr
  congr 1
  funext x
  exact Finset.prod_mul_distrib.symm
```

**(d) Let all factors be spin decorations. Show that the product has zero pair correlation at every nonzero shift exactly when each factor does.**

Suppose the product has none. Take an axis $i$ and a nonzero $r\in G_i$, and shift by $r$ along that axis only. The other factors contribute $C_{\tau_j}(0)=\langle\tau_j^2\rangle=1$, so
$$0=C_\sigma(r\,e_i)=C_{\tau_i}(r).$$
Conversely, a nonzero shift has some component $r_i\neq0$. The factor $C_{\tau_i}(r_i)$ is then zero, and so is the whole product.

The single-axis shift is `Pi.single i r`. Lean extracts a vanishing factor $j$ from the vanishing product; if $j\neq i$, that factor would equal 1, a contradiction. The hypothesis `hτ` is the spin condition.

```lean
/-- A product of spin decorations has zero pair correlation at every nonzero shift exactly when
each of its factors does. -/
theorem product_uncorrelated_iff (τ : ∀ i, G i → ℝ) (hτ : ∀ i y, τ i y ^ 2 = 1) :
    (∀ r, r ≠ 0 → pairCorr (productDecoration τ) r = 0) ↔
      ∀ i, ∀ r, r ≠ 0 → pairCorr (τ i) r = 0 := by
  constructor
  · intro h i r hr
    -- shift along the axis `i` only
    have hs : (Pi.single i r : ∀ j, G j) ≠ 0 := by
      intro h0
      apply hr
      have h1 := congrFun h0 i
      rwa [Pi.single_eq_same] at h1
    have hp := h _ hs
    rw [pairCorr_product] at hp
    obtain ⟨j, -, hj⟩ := Finset.prod_eq_zero_iff.mp hp
    by_cases hji : j = i
    · subst hji
      rwa [Pi.single_eq_same] at hj
    · -- an unshifted factor has correlation 1, so it cannot be the vanishing one
      rw [Pi.single_eq_of_ne hji] at hj
      have : Nonempty (G j) := ⟨0⟩
      have h1 : pairCorr (τ j) 0 = 1 := by
        simp only [pairCorr, add_zero, ← pow_two, hτ]
        exact siteAverage_one
      rw [h1] at hj
      exact absurd hj one_ne_zero
  · intro h r hr
    obtain ⟨i, hi⟩ := Function.ne_iff.mp hr
    rw [pairCorr_product]
    exact Finset.prod_eq_zero (Finset.mem_univ i) (h i (r i) hi)
```

**(e) Let shifts $a$ and $b$ displace disjoint sets of axes. Show that the four-site correlation on $x,\ x+a,\ x+b,\ x+a+b$ equals 1 for a product of spin decorations.**

On an axis with $a_i=0$, the four factors are $p,p,q,q$ with $p=\tau_i(x_i)$ and $q=\tau_i(x_i+b_i)$. Their product is $p^2q^2=1$. The case $b_i=0$ is the same with $a_i$ in place of $b_i$. The four-site product is therefore 1 at every $x$, before any averaging, and (a) gives the average.

The hypothesis `hab` states the disjointness, and `rcases` splits it into the two cases. Each `linear_combination` call encodes the identity $p^2q^2-1=q^2(p^2-1)+(q^2-1)$.

```lean
/-- In a product of spin decorations, the four-site correlation on a parallelogram whose two
edges displace disjoint sets of axes equals 1. -/
theorem product_rectangle (τ : ∀ i, G i → ℝ) (hτ : ∀ i y, τ i y ^ 2 = 1)
    (a b : ∀ i, G i) (hab : ∀ i, a i = 0 ∨ b i = 0) :
    siteAverage (fun x => productDecoration τ x * productDecoration τ (x + a) *
      productDecoration τ (x + b) * productDecoration τ (x + a + b)) = 1 := by
  have key : ∀ x, productDecoration τ x * productDecoration τ (x + a) *
      productDecoration τ (x + b) * productDecoration τ (x + a + b) = 1 := by
    intro x
    simp only [productDecoration, ← Finset.prod_mul_distrib]
    apply Finset.prod_eq_one
    intro i _
    -- on every axis the four factors form two equal pairs
    rcases hab i with h | h
    · simp only [Pi.add_apply, h, add_zero]
      linear_combination (τ i (x i + b i)) ^ 2 * hτ i (x i) + hτ i (x i + b i)
    · simp only [Pi.add_apply, h, add_zero]
      linear_combination (τ i (x i + a i)) ^ 2 * hτ i (x i) + hτ i (x i + a i)
  have : Nonempty (∀ i, G i) := ⟨0⟩
  simp only [key]
  exact siteAverage_one

end Product
```

**(f) Check that the four-site ring is a spin decoration.**

Its values are $1$ and $-1$, and both have square 1. `split_ifs` separates the two values.

```lean
/-- Every site of the four-site ring carries a spin of square 1. -/
lemma ringSpin_sq (x : ZMod 4) : ringSpin x ^ 2 = 1 := by
  unfold ringSpin
  split_ifs <;> norm_num
```

**(g) Show that the ring has mean $1/2$ and no pair correlation at nonzero shifts.**

The mean is $(1+1+1-1)/4=1/2$. The correlation sums, taken over $x=0,1,2,3$, are
$$\begin{aligned}r=1:&\quad 1+1-1-1=0,\\ r=2:&\quad 1-1+1-1=0,\\ r=3:&\quad -1+1+1-1=0.\end{aligned}$$
Lean evaluates the same finite sums over the integers with `decide` and casts the results to the reals.

```lean
/-- The four-site ring has mean spin 1/2 and zero pair correlation at every nonzero shift. -/
theorem ringSpin_perfect :
    siteAverage ringSpin = 1 / 2 ∧ ∀ r, r ≠ 0 → pairCorr ringSpin r = 0 := by
  constructor
  · have h : ∑ x : ZMod 4, (if x = 3 then (-1 : ℤ) else 1) = 2 := by decide
    have h' := congrArg (Int.cast : ℤ → ℝ) h
    push_cast at h'
    simp only [siteAverage, ringSpin]
    rw [h', ZMod.card]
    norm_num
  · intro r hr
    have h : ∀ r : ZMod 4, r ≠ 0 → ∑ x : ZMod 4,
        (if x = 3 then (-1 : ℤ) else 1) * (if x + r = 3 then (-1 : ℤ) else 1) = 0 := by
      decide
    have h' := congrArg (Int.cast : ℤ → ℝ) (h r hr)
    push_cast at h'
    simp only [pairCorr, siteAverage, ringSpin]
    rw [h', zero_div]
```

**(h) Find the mean and the pair correlations of the $d$-dimensional cell.**

By (b) and (g) the mean is $(1/2)^d$. By (d), (f) and (g), $C(r)=0$ for every $r\neq0$. For $d=0$ the cell is a single site of spin 1 and has no nonzero shift.

```lean
/-- In every dimension `d`, the product cell has mean spin `(1/2) ^ d` and exactly zero pair
correlation at every nonzero shift. -/
theorem quasirandomCell_uncorrelated (d : ℕ) :
    siteAverage (quasirandomCell d) = (1 / 2) ^ d ∧
      ∀ r, r ≠ 0 → pairCorr (quasirandomCell d) r = 0 := by
  constructor
  · refine (siteAverage_product (fun _ : Fin d => ringSpin)).trans ?_
    simp only [ringSpin_perfect.1, Finset.prod_const, Finset.card_univ, Fintype.card_fin]
  · exact (product_uncorrelated_iff (fun _ : Fin d => ringSpin)
      (fun _ => ringSpin_sq)).2 (fun _ => ringSpin_perfect.2)
```

**(i) Specialise to $\sigma(x)=\tau(x_0)\tau(x_1)\tau(x_2)$ on $(\mathbb Z/4)^3$, where $\tau$ is the spin decoration of the four-site ring.**

There are $4^3=64$ sites, the mean is $(1/2)^3=1/8$, and all pair correlations at nonzero shifts vanish by (h). In Lean, `hσ` fixes $\sigma$ by this explicit formula, and the proof identifies it with `quasirandomCell 3`.

Periodic cells whose correlations are chosen to match those of a random alloy serve as stand-ins for it in electronic-structure calculations. The present cell reproduces the vanishing pair correlations of the equiatomic random alloy, though not its composition: 36 spins are up and 28 are down. A random alloy with mean $1/8$ would have pair correlation $1/64$ instead of 0. "Nonzero shift" is meant modulo the period, so in the infinite crystal a site is still perfectly correlated with its periodic images.

```lean
/-- The product of three four-site rings, one per axis, has 64 sites, mean spin 1/8 and zero pair
correlation at every nonzero shift. -/
theorem cubic_cell_64 (σ : (Fin 3 → ZMod 4) → ℝ)
    (hσ : ∀ x, σ x = ringSpin (x 0) * ringSpin (x 1) * ringSpin (x 2)) :
    Fintype.card (Fin 3 → ZMod 4) = 64 ∧ siteAverage σ = 1 / 8 ∧
      ∀ r, r ≠ 0 → pairCorr σ r = 0 := by
  have h : σ = quasirandomCell 3 := by
    funext x
    rw [hσ, quasirandomCell, Fin.prod_univ_three]
  subst h
  refine ⟨?_, ?_, (quasirandomCell_uncorrelated 3).2⟩
  · rw [Fintype.card_fun, ZMod.card, Fintype.card_fin]
    norm_num
  · rw [(quasirandomCell_uncorrelated 3).1]
    norm_num
```

**(j) Show that the four-site correlation is 1 on every rectangle with sides along two different axes.**

Let the sides be $u$ along axis $i$ and $v$ along axis $j\neq i$. No axis is displaced by both, so (e) applies. The Lean proof checks this axis by axis for the two `Pi.single` shifts. Degenerate rectangles, with $u=0$ or $v=0$, are included.

When $u$ and $v$ are both nonzero the four sites are distinct, and the equiatomic random alloy would give 0. The cell thus has the vanishing pair correlations of that alloy but is completely ordered on these four-body clusters, so it is a poor substitute wherever such four-body interactions matter.

```lean
/-- In the product cell, the four-site correlation on every rectangle with sides along two
different axes equals 1. -/
theorem quasirandomCell_rectangle {d : ℕ} {i j : Fin d} (hij : i ≠ j) (u v : ZMod 4) :
    siteAverage (fun x : Fin d → ZMod 4 =>
      quasirandomCell d x * quasirandomCell d (x + Pi.single i u) *
      quasirandomCell d (x + Pi.single j v) *
      quasirandomCell d (x + Pi.single i u + Pi.single j v)) = 1 := by
  -- no axis is displaced by both edges
  have h : ∀ k, (Pi.single i u : Fin d → ZMod 4) k = 0 ∨
      (Pi.single j v : Fin d → ZMod 4) k = 0 := by
    intro k
    by_cases hk : k = i
    · right
      rw [Pi.single_apply, if_neg (fun h => hij (hk.symm.trans h))]
    · left
      rw [Pi.single_apply, if_neg hk]
  exact product_rectangle (fun _ : Fin d => ringSpin) (fun _ => ringSpin_sq) _ _ h

end

end QuasirandomProductCell
```

```lean
#print axioms QuasirandomProductCell.cubic_cell_64
#print axioms QuasirandomProductCell.quasirandomCell_rectangle
```

```
'QuasirandomProductCell.cubic_cell_64' depends on axioms: [propext, Classical.choice, Quot.sound]
'QuasirandomProductCell.quasirandomCell_rectangle' depends on axioms: [propext, Classical.choice, Quot.sound]
```
